# In a drift-free BGK model with finitely many velocities, a static particle source of unit amplitude produces the density $1/(Dq^2)$ at long wavelength

The density response studied here is the density produced by a source that adds and removes particles in a wave pattern, not by an applied potential. Frequency and wavenumber can go to zero together along many paths, and this response depends on the path. Here the path is $\omega=sq^2$ with a fixed real $s$, the scaling on which oscillation and diffusion compete at equal order. The static response is the case $s=0$.

The model has finitely many velocities $v_i$ with real weights $w_i$, where $\sum_i w_i=1$ and $\sum_i w_iv_i=0$, and one relaxation time $\tau>0$. A source of unit amplitude, distributed over velocities as $w_i$ and varying as $e^{i(qx-\omega t)}$, produces a complex response $g_i$ with density $n=\sum_i g_i$ and current $j=\sum_i v_ig_i$:

$$\left(\frac1\tau-i\omega+iqv_i\right)g_i=w_i\left(1+\frac n\tau\right).$$

The term $n/\tau$ returns scattered particles to the local equilibrium $w_in$. With it, and with $D=\tau\sum_i w_iv_i^2>0$,

$$-i\omega n+iqj=1,\qquad q^2n\to\frac1{D-is}\quad(q\to0,\ \omega=sq^2).$$

Without it, the static density tends to $\tau$.

## Where a transport code meets the restoring term

A discrete-velocity solver for this model can compute $n=\sum_i g_i$ at each collision step and relax $g_i$ towards $w_in$. If it relaxes $g$ towards zero, particles disappear at rate $1/\tau$, and the static response stays finite where it should grow as $1/(Dq^2)$. Within this linear, non-interacting, single-$\tau$ model, the two limits tell the two collision terms apart.

Take $v=\pm1$, $w=\tfrac12,\tfrac12$, $\tau=2$, $\omega=0$ and $q=\tfrac12$, so $D=2$.

- **With $n/\tau$:** $g_\pm=1\mp i$, so $n=2$, $j=-2i$ and $iqj=1$. Here $q^2n=\tfrac12=1/D$; for two opposite velocities of equal weight this holds at every $q\neq0$, not only in the limit.
- **Without $n/\tau$:** $g_\pm=(1\mp i)/2$, so $n=1$, $j=-i$ and $iqj=\tfrac12=1-n/\tau$. Half of the source is lost.

## From the kinetic equation to the diffusion pole

Write $a=1/\tau-i\omega$ and $r_i=a+iqv_i$. Since $\operatorname{Re}r_i=1/\tau>0$, no $r_i$ vanishes.

**Continuity.** Summing the kinetic equation over $i$ gives $an+iqj=1+n/\tau$. The terms $n/\tau$ cancel, leaving $-i\omega n+iqj=1$. Without the restoring term the right side is $1-n/\tau$.

**Current.** Multiply the equation by $v_i$ and sum. The right side vanishes because $\sum_i w_iv_i=0$, so
$$aj+iq\sum_i v_i^2g_i=0.$$
Inserting $g_i=w_i(1+n/\tau)/r_i$ and defining $K=\sum_i w_iv_i^2/r_i$ gives
$$aj=-iqK\left(1+\frac n\tau\right).$$

**Elimination.** Multiply continuity by $a$ and insert the current:
$$-i\omega an+q^2K\left(1+\frac n\tau\right)=a.$$
With $\omega=sq^2$ this becomes
$$q^2n\left(\frac K\tau-isa\right)=a-q^2K.$$
As $q\to0$, $a\to1/\tau$ and $K\to D$. The bracket tends to $(D-is)/\tau$, which is non-zero because its real part is $D/\tau>0$, and the right side tends to $1/\tau$. Their quotient is $1/(D-is)$. Since $s=\omega/q^2$, the leading density is $1/(Dq^2-i\omega)$, and the diffusion pole is the zero of this denominator at the complex frequency $\omega=-iDq^2$.

**Existence.** Let all $w_i>0$ and $q\neq0$. Any solution has the form $g_i=cw_i/r_i$ with $c=1+n/\tau$, hence $c=1+cT$, where $T=\sum_i w_i/(\tau r_i)$. There is exactly one solution if $T\neq1$. Now
$$\operatorname{Re}T=\sum_i w_i\,\frac{1/\tau^2}{1/\tau^2+(qv_i-\omega)^2}\le1,$$
with equality only if $qv_i=\omega$ for every $i$. Averaging with the weights would then give $\omega=0$, so all $v_i=0$, contradicting $D>0$.

**No restoring term.** At $\omega=0$, $n=\sum_i w_i/(1/\tau+iqv_i)\to\tau$.

## The Lean file

`IsBGK` and `IsRelaxationOnly` are the two kinetic equations, `streamRate` is $r_i$, and `flowResponse` is $K$. In the limit theorems `g` assigns a response to each wavenumber, and `𝓝[≠] 0` means that $q$ approaches zero without reaching it.

```lean
import Mathlib

open Filter Topology
open Complex (I)

namespace BGKDiffusion

noncomputable section

variable {ι : Type*} [Fintype ι]

/-- The factor `1/τ - iω + iqu` multiplying the response at velocity `u`, for `τ ≠ 0`. -/
def streamRate (τ ω q u : ℝ) : ℂ := 1 / (τ : ℂ) - I * ω + I * q * u

/-- The density `n = ∑ g`. -/
def density (g : ι → ℂ) : ℂ := ∑ i, g i

/-- The current `j = ∑ v g`. -/
def current (v : ι → ℝ) (g : ι → ℂ) : ℂ := ∑ i, (v i : ℂ) * g i

/-- The diffusion constant `D = τ ∑ w v²`. -/
def diffusivity (w v : ι → ℝ) (τ : ℝ) : ℝ := τ * ∑ i, w i * v i ^ 2

/-- The BGK equation with unit source, relaxing towards the local density (`τ ≠ 0`). -/
def IsBGK (w v : ι → ℝ) (τ ω q : ℝ) (g : ι → ℂ) : Prop :=
  ∀ i, streamRate τ ω q (v i) * g i = (w i : ℂ) * (1 + density g / τ)

/-- The relaxation-time equation with the restoring term `n/τ` dropped (`τ ≠ 0`). -/
def IsRelaxationOnly (w v : ι → ℝ) (τ ω q : ℝ) (g : ι → ℂ) : Prop :=
  ∀ i, streamRate τ ω q (v i) * g i = (w i : ℂ)

/-- The velocity response `K = ∑ w v² / (1/τ - iω + iqv)`, for `τ > 0`. -/
def flowResponse (w v : ι → ℝ) (τ ω q : ℝ) : ℂ :=
  ∑ i, (w i : ℂ) * (v i : ℂ) ^ 2 / streamRate τ ω q (v i)

/-- The streaming factor has real part `1/τ` and imaginary part `qu - ω`, and never vanishes. -/
theorem streamRate_parts {τ : ℝ} (hτ : 0 < τ) (ω q u : ℝ) :
    (streamRate τ ω q u).re = 1 / τ ∧ (streamRate τ ω q u).im = q * u - ω ∧
      streamRate τ ω q u ≠ 0 := by
  have h : streamRate τ ω q u = ((1 / τ : ℝ) : ℂ) + ((q * u - ω : ℝ) : ℂ) * I := by
    unfold streamRate
    push_cast
    ring
  have hre : (streamRate τ ω q u).re = 1 / τ := by
    rw [h]
    simp only [Complex.add_re, Complex.mul_re, Complex.ofReal_re, Complex.ofReal_im,
      Complex.I_re, Complex.I_im]
    ring
  refine ⟨hre, ?_, ?_⟩
  · rw [h]
    simp only [Complex.add_im, Complex.mul_im, Complex.ofReal_re, Complex.ofReal_im,
      Complex.I_re, Complex.I_im]
    ring
  · intro h0
    rw [h0, Complex.zero_re] at hre
    have : 0 < 1 / τ := by positivity
    linarith

/-- Summing the left side of the kinetic equation produces the density and the current. -/
theorem sum_streamRate (v : ι → ℝ) (τ ω q : ℝ) (g : ι → ℂ) :
    ∑ i, streamRate τ ω q (v i) * g i =
      (1 / (τ : ℂ) - I * ω) * density g + I * q * current v g := by
  unfold density current streamRate
  rw [Finset.mul_sum, Finset.mul_sum, ← Finset.sum_add_distrib]
  exact Finset.sum_congr rfl fun i _ => by ring

/-- The BGK equation implies the continuity equation `-iωn + iqj = 1`. -/
theorem bgk_continuity {w v : ι → ℝ} {τ ω q : ℝ} {g : ι → ℂ} (hw : ∑ i, w i = 1)
    (hg : IsBGK w v τ ω q g) : -I * ω * density g + I * q * current v g = 1 := by
  have hwC : ∑ i, (w i : ℂ) = 1 := by exact_mod_cast hw
  have hs : ∑ i, streamRate τ ω q (v i) * g i = ∑ i, (w i : ℂ) * (1 + density g / τ) :=
    Finset.sum_congr rfl fun i _ => hg i
  rw [← Finset.sum_mul, hwC, sum_streamRate] at hs
  linear_combination hs

/-- Without the restoring term the continuity equation acquires a sink:
`-iωn + iqj = 1 - n/τ`. -/
theorem relaxationOnly_balance {w v : ι → ℝ} {τ ω q : ℝ} {g : ι → ℂ} (hw : ∑ i, w i = 1)
    (hg : IsRelaxationOnly w v τ ω q g) :
    -I * ω * density g + I * q * current v g = 1 - density g / τ := by
  have hwC : ∑ i, (w i : ℂ) = 1 := by exact_mod_cast hw
  have hs : ∑ i, streamRate τ ω q (v i) * g i = ∑ i, (w i : ℂ) :=
    Finset.sum_congr rfl fun i _ => hg i
  rw [hwC, sum_streamRate] at hs
  linear_combination hs

/-- The current obeys `(1/τ - iω) j = -iq K (1 + n/τ)` at any frequency and wavenumber. -/
theorem current_response {w v : ι → ℝ} {τ ω q : ℝ} {g : ι → ℂ} (hτ : 0 < τ)
    (hwv : ∑ i, w i * v i = 0) (hg : IsBGK w v τ ω q g) :
    (1 / (τ : ℂ) - I * ω) * current v g =
      -(I * q * flowResponse w v τ ω q * (1 + density g / τ)) := by
  have hwvC : ∑ i, (w i : ℂ) * (v i : ℂ) = 0 := by exact_mod_cast hwv
  -- the kinetic equation weighted by the velocity
  have h : ∑ i, streamRate τ ω q (v i) * ((v i : ℂ) * g i) =
      (1 / (τ : ℂ) - I * ω) * current v g + I * q * ∑ i, (v i : ℂ) * ((v i : ℂ) * g i) :=
    sum_streamRate v τ ω q (fun i => (v i : ℂ) * g i)
  have h1 : ∑ i, streamRate τ ω q (v i) * ((v i : ℂ) * g i) = 0 := by
    calc _ = ∑ i, (w i : ℂ) * (v i : ℂ) * (1 + density g / τ) :=
          Finset.sum_congr rfl fun i _ => by linear_combination (v i : ℂ) * hg i
      _ = 0 := by rw [← Finset.sum_mul, hwvC, zero_mul]
  have h2 : ∑ i, (v i : ℂ) * ((v i : ℂ) * g i) =
      (1 + density g / τ) * flowResponse w v τ ω q := by
    unfold flowResponse
    rw [Finset.mul_sum]
    refine Finset.sum_congr rfl fun i _ => ?_
    have hgi := eq_div_of_mul_eq (streamRate_parts hτ ω q (v i)).2.2
      ((mul_comm _ _).trans (hg i))
    rw [hgi]
    ring
  rw [h1, h2] at h
  linear_combination (-1 : ℂ) * h

/-- Along `ω = s q²` the velocity response is continuous in `q` and equals `D` at `q = 0`. -/
theorem flowResponse_continuous (w v : ι → ℝ) {τ : ℝ} (hτ : 0 < τ) (s : ℝ) :
    Continuous (fun q : ℝ => flowResponse w v τ (s * q ^ 2) q) ∧
      flowResponse w v τ (s * 0 ^ 2) 0 = (diffusivity w v τ : ℂ) := by
  constructor
  · unfold flowResponse
    refine continuous_finsetSum _ fun i _ => Continuous.div continuous_const ?_
      fun q => (streamRate_parts hτ _ q (v i)).2.2
    unfold streamRate
    fun_prop
  · unfold flowResponse diffusivity
    push_cast
    rw [Finset.mul_sum]
    refine Finset.sum_congr rfl fun i _ => ?_
    have h : streamRate τ (s * 0 ^ 2) 0 (v i) = 1 / (τ : ℂ) := by simp [streamRate]
    rw [h, div_div_eq_mul_div, div_one]
    ring

/-- For positive normalised weights, zero drift, `τ > 0`, `D > 0` and `q ≠ 0`, the BGK equation has
exactly one solution at every real frequency. -/
theorem bgk_existsUnique {w v : ι → ℝ} {τ q : ℝ} (hτ : 0 < τ) (hpos : ∀ i, 0 < w i)
    (hw : ∑ i, w i = 1) (hwv : ∑ i, w i * v i = 0) (hD : 0 < diffusivity w v τ)
    (hq : q ≠ 0) (ω : ℝ) : ∃! g : ι → ℂ, IsBGK w v τ ω q g := by
  -- some velocity is out of resonance
  have hex : ∃ i, q * v i - ω ≠ 0 := by
    by_contra hcon
    have h : ∀ i, q * v i - ω = 0 := fun i => by
      by_contra hi
      exact hcon ⟨i, hi⟩
    have e : ∑ i, w i * (q * v i - ω) = q * ∑ i, w i * v i - (∑ i, w i) * ω := by
      rw [Finset.mul_sum, Finset.sum_mul, ← Finset.sum_sub_distrib]
      exact Finset.sum_congr rfl fun i _ => by ring
    have e0 : ∑ i, w i * (q * v i - ω) = 0 :=
      Finset.sum_eq_zero fun i _ => by rw [h i, mul_zero]
    rw [e0, hwv, hw] at e
    have hv : ∀ i, v i = 0 := fun i =>
      (mul_eq_zero.mp (by linarith [h i] : q * v i = 0)).resolve_left hq
    have hz : diffusivity w v τ = 0 := by simp [diffusivity, hv]
    linarith
  -- the self-consistency factor differs from one
  obtain ⟨T, hden, hT⟩ : ∃ T : ℂ, (∀ c : ℂ,
      density (fun i => c * (w i : ℂ) / streamRate τ ω q (v i)) / (τ : ℂ) = c * T) ∧
      1 - T ≠ 0 := by
    refine ⟨∑ i, (w i : ℂ) * (((1 / τ : ℝ) : ℂ) / streamRate τ ω q (v i)), ?_, ?_⟩
    · intro c
      unfold density
      rw [Finset.sum_div, Finset.mul_sum]
      refine Finset.sum_congr rfl fun i _ => ?_
      push_cast
      ring
    · intro h0
      have hre := congrArg Complex.re (sub_eq_zero.mp h0)
      rw [Complex.one_re, Complex.re_sum] at hre
      have hr : ∀ i, ((w i : ℂ) * (((1 / τ : ℝ) : ℂ) / streamRate τ ω q (v i))).re =
          w i * ((1 / τ) ^ 2 / ((1 / τ) ^ 2 + (q * v i - ω) ^ 2)) := fun i => by
        obtain ⟨h1, h2, -⟩ := streamRate_parts hτ ω q (v i)
        rw [Complex.re_ofReal_mul, Complex.div_re, Complex.normSq_apply, h1, h2,
          Complex.ofReal_re, Complex.ofReal_im, zero_mul, zero_div, add_zero,
          ← pow_two, ← pow_two]
      have ha : 0 < (1 / τ) ^ 2 := by positivity
      have hlt : ∑ i, w i * ((1 / τ) ^ 2 / ((1 / τ) ^ 2 + (q * v i - ω) ^ 2)) <
          ∑ i, w i := by
        obtain ⟨k, hk⟩ := hex
        refine Finset.sum_lt_sum (fun i _ => ?_) ⟨k, Finset.mem_univ k, ?_⟩
        · refine mul_le_of_le_one_right (hpos i).le ?_
          rw [div_le_one (by positivity)]
          linarith [sq_nonneg (q * v i - ω)]
        · refine mul_lt_of_lt_one_right (hpos k) ?_
          rw [div_lt_one (by positivity)]
          linarith [sq_pos_of_ne_zero hk]
      rw [Finset.sum_congr rfl fun i _ => hr i] at hre
      linarith
  refine ⟨fun i => (1 - T)⁻¹ * (w i : ℂ) / streamRate τ ω q (v i), ?_, ?_⟩
  · intro i
    have e1 : 1 + (1 - T)⁻¹ * T = (1 - T)⁻¹ := by
      linear_combination (-1 : ℂ) * inv_mul_cancel₀ hT
    have e2 := mul_inv_cancel₀ (streamRate_parts hτ ω q (v i)).2.2
    rw [hden, e1]
    linear_combination (1 - T)⁻¹ * (w i : ℂ) * e2
  · intro g hg
    have hs : ∀ i, g i = (1 + density g / τ) * (w i : ℂ) / streamRate τ ω q (v i) :=
      fun i => eq_div_of_mul_eq (streamRate_parts hτ ω q (v i)).2.2
        (by linear_combination hg i)
    have h : density g / (τ : ℂ) = (1 + density g / τ) * T :=
      (congrArg (fun f => density f / (τ : ℂ)) (funext hs)).trans (hden _)
    have hc : 1 + density g / (τ : ℂ) = (1 - T)⁻¹ :=
      eq_inv_of_mul_eq_one_left (by linear_combination h)
    funext i
    rw [hs i, hc]

/-- For normalised weights, zero drift, `τ > 0` and `D > 0`, the BGK density along `ω = s q²`
satisfies `q² n → 1/(D - is)` as `q → 0`. -/
theorem bgk_diffusion_pole {w v : ι → ℝ} {τ : ℝ} (hτ : 0 < τ) (hw : ∑ i, w i = 1)
    (hwv : ∑ i, w i * v i = 0) (hD : 0 < diffusivity w v τ) (s : ℝ) (g : ℝ → ι → ℂ)
    (hg : ∀ q, q ≠ 0 → IsBGK w v τ (s * q ^ 2) q (g q)) :
    Tendsto (fun q : ℝ => (q : ℂ) ^ 2 * density (g q)) (𝓝[≠] 0)
      (𝓝 (1 / ((diffusivity w v τ : ℂ) - I * s))) := by
  obtain ⟨K, hK⟩ : ∃ K : ℝ → ℂ, K = fun q => flowResponse w v τ (s * q ^ 2) q := ⟨_, rfl⟩
  have hKc : Continuous K := by
    rw [hK]
    exact (flowResponse_continuous w v hτ s).1
  have hK0 : K 0 = (diffusivity w v τ : ℂ) := by
    rw [hK]
    exact (flowResponse_continuous w v hτ s).2
  -- eliminate the current between continuity and the current response
  have rel : ∀ q : ℝ, q ≠ 0 → (q : ℂ) ^ 2 * density (g q) *
      (1 / (τ : ℂ) * K q - I * s * (1 / (τ : ℂ) - I * (s * (q : ℂ) ^ 2))) =
      1 / (τ : ℂ) - I * (s * (q : ℂ) ^ 2) - (q : ℂ) ^ 2 * K q := by
    intro q hq
    have hc := bgk_continuity hw (hg q hq)
    have hf := current_response hτ hwv (hg q hq)
    have hKq : flowResponse w v τ (s * q ^ 2) q = K q := by rw [hK]
    rw [hKq] at hf
    push_cast at hc hf
    linear_combination (1 / (τ : ℂ) - I * (s * (q : ℂ) ^ 2)) * hc - I * q * hf +
      (q : ℂ) ^ 2 * K q * (1 + density (g q) / τ) * Complex.I_sq
  have hN : Continuous (fun q : ℝ =>
      1 / (τ : ℂ) - I * (s * (q : ℂ) ^ 2) - (q : ℂ) ^ 2 * K q) := by fun_prop
  have hF : Continuous (fun q : ℝ =>
      1 / (τ : ℂ) * K q - I * s * (1 / (τ : ℂ) - I * (s * (q : ℂ) ^ 2))) := by fun_prop
  have hτC : (1 / (τ : ℂ)) ≠ 0 := one_div_ne_zero (Complex.ofReal_ne_zero.mpr hτ.ne')
  have hDs : (diffusivity w v τ : ℂ) - I * s ≠ 0 := by
    intro h
    have h' := congrArg Complex.re h
    simp only [Complex.sub_re, Complex.mul_re, Complex.ofReal_re, Complex.ofReal_im,
      Complex.I_re, Complex.I_im, Complex.zero_re] at h'
    linarith
  have hN0 : 1 / (τ : ℂ) - I * (s * ((0 : ℝ) : ℂ) ^ 2) - ((0 : ℝ) : ℂ) ^ 2 * K 0 =
      1 / (τ : ℂ) * 1 := by
    rw [Complex.ofReal_zero]
    ring
  have hF0 : 1 / (τ : ℂ) * K 0 - I * s * (1 / (τ : ℂ) - I * (s * ((0 : ℝ) : ℂ) ^ 2)) =
      1 / (τ : ℂ) * ((diffusivity w v τ : ℂ) - I * s) := by
    rw [hK0, Complex.ofReal_zero]
    ring
  have hne : 1 / (τ : ℂ) * K 0 -
      I * s * (1 / (τ : ℂ) - I * (s * ((0 : ℝ) : ℂ) ^ 2)) ≠ 0 := by
    rw [hF0]
    exact mul_ne_zero hτC hDs
  have hlim := ((hN.tendsto 0).div (hF.tendsto 0) hne).mono_left
    (nhdsWithin_le_nhds (s := {(0 : ℝ)}ᶜ))
  rw [hN0, hF0, mul_div_mul_left _ _ hτC] at hlim
  refine hlim.congr' ?_
  filter_upwards [self_mem_nhdsWithin,
    nhdsWithin_le_nhds (hF.continuousAt.eventually_ne hne)] with q hq hFq
  exact (eq_div_of_mul_eq hFq (rel q hq)).symm

/-- For normalised weights, zero drift, `τ > 0` and `D > 0`, the BGK density at zero frequency
satisfies `q² n → 1/D` as `q → 0`. -/
theorem bgk_static_limit {w v : ι → ℝ} {τ : ℝ} (hτ : 0 < τ) (hw : ∑ i, w i = 1)
    (hwv : ∑ i, w i * v i = 0) (hD : 0 < diffusivity w v τ) (g : ℝ → ι → ℂ)
    (hg : ∀ q, q ≠ 0 → IsBGK w v τ 0 q (g q)) :
    Tendsto (fun q : ℝ => (q : ℂ) ^ 2 * density (g q)) (𝓝[≠] 0)
      (𝓝 (1 / (diffusivity w v τ : ℂ))) := by
  have h := bgk_diffusion_pole hτ hw hwv hD 0 g
    (fun q hq => by rw [zero_mul]; exact hg q hq)
  rwa [Complex.ofReal_zero, mul_zero, sub_zero] at h

/-- With the restoring term dropped, the static density tends to `τ` as `q → 0`. -/
theorem relaxationOnly_static_limit {w v : ι → ℝ} {τ : ℝ} (hτ : 0 < τ)
    (hw : ∑ i, w i = 1) (g : ℝ → ι → ℂ)
    (hg : ∀ q, q ≠ 0 → IsRelaxationOnly w v τ 0 q (g q)) :
    Tendsto (fun q : ℝ => density (g q)) (𝓝[≠] 0) (𝓝 (τ : ℂ)) := by
  have hwC : ∑ i, (w i : ℂ) = 1 := by exact_mod_cast hw
  have hc : Continuous (fun q : ℝ => ∑ i, (w i : ℂ) / streamRate τ 0 q (v i)) := by
    refine continuous_finsetSum _ fun i _ => Continuous.div continuous_const ?_
      fun q => (streamRate_parts hτ 0 q (v i)).2.2
    unfold streamRate
    fun_prop
  have h0 : ∑ i, (w i : ℂ) / streamRate τ 0 0 (v i) = (τ : ℂ) := by
    have h : ∀ i, streamRate τ 0 0 (v i) = 1 / (τ : ℂ) := fun i => by simp [streamRate]
    rw [Finset.sum_congr rfl fun i _ => by rw [h i], ← Finset.sum_div, hwC, one_div_one_div]
  have hlim := (hc.tendsto 0).mono_left (nhdsWithin_le_nhds (s := {(0 : ℝ)}ᶜ))
  rw [h0] at hlim
  refine hlim.congr' ?_
  filter_upwards [self_mem_nhdsWithin] with q hq
  exact Finset.sum_congr rfl fun i _ =>
    (eq_div_of_mul_eq (streamRate_parts hτ 0 q (v i)).2.2
      ((mul_comm _ _).trans (hg q hq i))).symm

end

end BGKDiffusion
```

```lean
#print axioms BGKDiffusion.relaxationOnly_balance
-- 'BGKDiffusion.relaxationOnly_balance' depends on axioms: [propext, Classical.choice, Quot.sound]
#print axioms BGKDiffusion.bgk_existsUnique
-- 'BGKDiffusion.bgk_existsUnique' depends on axioms: [propext, Classical.choice, Quot.sound]
#print axioms BGKDiffusion.bgk_static_limit
-- 'BGKDiffusion.bgk_static_limit' depends on axioms: [propext, Classical.choice, Quot.sound]
#print axioms BGKDiffusion.relaxationOnly_static_limit
-- 'BGKDiffusion.relaxationOnly_static_limit' depends on axioms: [propext, Classical.choice, Quot.sound]
```

## How the theorems follow the derivation, and how far they reach

`bgk_continuity` and `relaxationOnly_balance` sum the equations through `sum_streamRate` and use $\sum_i w_i=1$. `current_response` applies the same lemma to $v_ig_i$ and uses $\sum_i w_iv_i=0$. In `bgk_diffusion_pole`, the step `rel` is the elimination, done by `linear_combination`; `flowResponse_continuous` supplies $K\to D$, and the limit is that of a quotient of continuous functions. `bgk_static_limit` sets $s=0$.

The limit theorems hold for any family that solves the equation at every $q\neq0$, and they allow weights of either sign. For the BGK equation, the existence of such a family is proved by `bgk_existsUnique` for positive weights only; for other weights it is an assumption. Without the restoring term, $g_i=w_i/r_i$ is a solution for any weights. `relaxationOnly_static_limit` needs $\tau>0$ and $\sum_i w_i=1$, but neither zero drift nor $D>0$.

The collision term conserves particle number but not momentum, which suits carriers scattered by a fixed background rather than a fluid. A continuum of velocities, a velocity-dependent $\tau$ and self-consistent fields are not covered, and no rate of convergence is given.

Holding $\omega\neq0$ fixed while $q\to0$ would be a different long-wavelength limit of the same model. The density would then tend to $i/\omega$ and $q^2n$ to zero, so the leading term would express conservation alone and carry no information about $D$.
